# The excess of ⟨S²⟩ over s(s+1) as a weighted sum over higher-spin components

Take units with ħ = 1, so that S² has eigenvalue t(t+1) on a state of spin t. A unit state is a finite sum of mutually orthogonal components with spins s, s+1, …, s+n, where s ≥ 0 and each component is either zero or an eigenvector of S² with the eigenvalue for its spin. The lemma says that ⟨S²⟩ exceeds s(s+1) by the sum, over j from 1 to n, of j(2s+j+1) times the squared norm of the component of spin s+j. The components are not normalised separately; their squared norms are weights that add up to one. S² enters only as a linear map satisfying these eigenvalue equations. The proof expands ⟨S²⟩ by orthogonality, uses normalisation to subtract s(s+1) from every eigenvalue, and drops the j = 0 term, which vanishes.

The failing Lean file:

```lean
import Mathlib

open Matrix

namespace ExcessEq

noncomputable section

variable {E : Type*} [NormedAddCommGroup E] [InnerProductSpace ℂ E]

/-- A unit state is the sum of mutually orthogonal components `φ 0, ..., φ n`, where `φ k` is
zero or an eigenvector of `S²` with spin `s + k`, and `s ≥ 0`. -/
structure SpinExpansion (S2 : E →ₗ[ℂ] E) (s : ℝ) {n : ℕ} (φ : Fin (n + 1) → E) : Prop where
  spin_nonneg : 0 ≤ s
  eigen : ∀ k, S2 (φ k) = (((s + (k : ℕ)) * (s + (k : ℕ) + 1) : ℝ) : ℂ) • φ k
  orth : ∀ j k, j ≠ k → inner ℂ (φ j) (φ k) = 0
  unit : ‖∑ k, φ k‖ = 1

/-- The excess `⟨S²⟩ - s(s+1)` of a state `ψ` over the value for pure spin `s`. -/
def spinExcess (S2 : E →ₗ[ℂ] E) (s : ℝ) (ψ : E) : ℝ :=
  (inner ℂ ψ (S2 ψ)).re - s * (s + 1)

/-- For mutually orthogonal vectors `f k` and real numbers `c k`, the inner product of `∑ f k` with
`∑ c k • f k` has as real part the sum of the `c k` times the squared norms. -/
theorem inner_sum_weighted {ι : Type*} [Fintype ι] (f : ι → E) (c : ι → ℝ)
    (h : ∀ j k, j ≠ k → inner ℂ (f j) (f k) = 0) :
    (inner ℂ (∑ k, f k) (∑ k, (c k : ℂ) • f k)).re = ∑ k, c k * ‖f k‖ ^ 2 := by
  rw [sum_inner, Complex.re_sum]
  refine Finset.sum_congr rfl fun j _ => ?_
  -- only the diagonal term survives
  rw [inner_sum, Finset.sum_eq_single j]
  · rw [inner_smul_right, Complex.re_ofReal_mul]
    exact congrArg (fun x => c j * x) (inner_self_eq_norm_sq (𝕜 := ℂ) (f j))
  · intro k _ hk
    rw [inner_smul_right, h j k hk.symm, mul_zero]
  · intro hj
    exact absurd (Finset.mem_univ j) hj

/-- The squared norm of a sum of mutually orthogonal components is the sum of their squared
norms. -/
theorem norm_sq_sum {ι : Type*} [Fintype ι] (f : ι → E)
    (h : ∀ j k, j ≠ k → inner ℂ (f j) (f k) = 0) :
    ‖∑ k, f k‖ ^ 2 = ∑ k, ‖f k‖ ^ 2 := by
  have key := inner_sum_weighted f (fun _ => 1) h
  simp only [Complex.ofReal_one, one_smul, one_mul] at key
  rw [← key]
  exact (inner_self_eq_norm_sq (𝕜 := ℂ) (∑ k, f k)).symm

variable {S2 : E →ₗ[ℂ] E} {s : ℝ} {n : ℕ}

/-- The component of spin `s + j` contributes `j(2s+j+1)` times its weight to the excess of
`⟨S²⟩`; here `j = k + 1`. -/
theorem SpinExpansion.excess_eq {φ : Fin (n + 1) → E} (h : SpinExpansion S2 s φ) :
    spinExcess S2 s (∑ k, φ k) =
      ∑ k : Fin n, (((k : ℕ) : ℝ) + 1) * (2 * s + (k : ℕ) + 2) * ‖φ k.succ‖ ^ 2 := by
  have hS : S2 (∑ k, φ k) =
      ∑ k, (((s + (k : ℕ)) * (s + (k : ℕ) + 1) : ℝ) : ℂ) • φ k := by
    rw [map_sum]
    exact Finset.sum_congr rfl fun k _ => h.eigen k
  have hN : ∑ k, ‖φ k‖ ^ 2 = 1 := by
    rw [← norm_sq_sum φ h.orth, h.unit, one_pow]
  rw [spinExcess, hS,
    inner_sum_weighted φ (fun k => (s + (k : ℕ)) * (s + (k : ℕ) + 1)) h.orth]
  -- subtract s(s+1) from every eigenvalue, using normalization
  calc _ = ∑ k, (s + (k : ℕ)) * (s + (k : ℕ) + 1) * ‖φ k‖ ^ 2
          - s * (s + 1) * ∑ k, ‖φ k‖ ^ 2 := by rw [hN, mul_one]
    _ = ∑ k : Fin (n + 1), ((k : ℕ) : ℝ) * (2 * s + (k : ℕ) + 1) * ‖φ k‖ ^ 2 := by
        rw [Finset.mul_sum, ← Finset.sum_sub_distrib]
        exact Finset.sum_congr rfl fun k _ => by ring
    _ = _ := by
        rw [Fin.sum_univ_succ]
        simp only [Fin.val_zero, Fin.val_succ, Nat.cast_zero, Nat.cast_add, Nat.cast_one,
          zero_mul, zero_add]
        exact Finset.sum_congr rfl fun k _ => by ring

end

end ExcessEq
```

Lean reports:

```
Main.lean:57:8: error(lean.synthInstanceFailed): failed to synthesize instance of type class
  Fintype ℕ

Hint: Adding the command `deriving instance Fintype for Nat` may allow Lean to derive the missing instance.
Main.lean:57:61: error: Application type mismatch: The argument
  k
has type
  ℕ
but is expected to have type
  Fin (n + 1)
in the application
  φ k
Main.lean:62:6: error: Failed to rewrite using equation theorems for `spinExcess`
```

Diagnosis. The first two messages have one cause. In `hS`, the sum on the right binds `k` without a type, and the ascription `(k : ℕ)` makes Lean take `k` to be a natural number. The sum then needs `Fintype ℕ`, which does not exist, and `φ k` is ill-typed because `φ` expects a `Fin (n + 1)`. Writing `∑ k : Fin (n + 1)` fixes the index, and `(k : ℕ)` becomes a coercion. The first sum in the `calc` block has the same fault and gets the same cure; it had no message of its own because the proof stopped before reaching it.

The third message says that `rw [spinExcess]` could not rewrite with the definition's equation theorems, but not why, and the code does not settle it. The repair avoids that step: `change` states the goal with the definition written out, which Lean accepts because the two forms are equal by definition. The remaining rewrites then start from the explicit inner product.

The repair, with which the file compiles:

```diff
@@ -55,13 +55,14 @@
       ∑ k : Fin n, (((k : ℕ) : ℝ) + 1) * (2 * s + (k : ℕ) + 2) * ‖φ k.succ‖ ^ 2 := by
   have hS : S2 (∑ k, φ k) =
-      ∑ k, (((s + (k : ℕ)) * (s + (k : ℕ) + 1) : ℝ) : ℂ) • φ k := by
+      ∑ k : Fin (n + 1), (((s + (k : ℕ)) * (s + (k : ℕ) + 1) : ℝ) : ℂ) • φ k := by
     rw [map_sum]
     exact Finset.sum_congr rfl fun k _ => h.eigen k
   have hN : ∑ k, ‖φ k‖ ^ 2 = 1 := by
     rw [← norm_sq_sum φ h.orth, h.unit, one_pow]
-  rw [spinExcess, hS,
+  change (inner ℂ (∑ k, φ k) (S2 (∑ k, φ k))).re - s * (s + 1) = _
+  rw [hS,
     inner_sum_weighted φ (fun k => (s + (k : ℕ)) * (s + (k : ℕ) + 1)) h.orth]
   -- subtract s(s+1) from every eigenvalue, using normalization
-  calc _ = ∑ k, (s + (k : ℕ)) * (s + (k : ℕ) + 1) * ‖φ k‖ ^ 2
+  calc _ = ∑ k : Fin (n + 1), (s + (k : ℕ)) * (s + (k : ℕ) + 1) * ‖φ k‖ ^ 2
           - s * (s + 1) * ∑ k, ‖φ k‖ ^ 2 := by rw [hN, mul_one]
     _ = ∑ k : Fin (n + 1), ((k : ℕ) : ℝ) * (2 * s + (k : ℕ) + 1) * ‖φ k‖ ^ 2 := by
```
